# Every finite four-coordinated hydrogen-bond network has a two-in two-out proton arrangement

## Can the placement of protons get stuck in an irregular network?

Take three water molecules in a ring, each hydrogen-bonded to the other two. If every proton points the same way round, each molecule donates one and accepts one, and nothing can go wrong.

Now I want to build a disordered ice cell. Every oxygen has four neighbours, every bond carries one proton, and each molecule should donate two protons and accept two. If I fill in the bonds one after another, I sometimes reach an oxygen at which three bonds already point the same way. Is that only my bad luck with the directions I chose, or could an irregular network with odd rings have no valid arrangement at all?

## Two bonds that meet can be treated as one

It is only the choice of directions: a valid arrangement exists for every finite four-coordinated network, whatever its rings look like. The three-molecule ring already shows why.

Call the molecules $a$, $b$, $c$. The bonds $a$–$b$ and $a$–$c$ meet at $a$, so replace them by a single bond $b$–$c$. There are now two bonds between $b$ and $c$. They meet at $b$, so replace them by a loop from $c$ to itself, which leaves $c$ once and enters it once. Undoing the second replacement turns the loop into $c\to b\to c$. Let the merged bond be the one that runs $b\to c$; undoing the first replacement turns it into $b\to a\to c$. The result is $c\to b\to a\to c$, the ring you started from.

In general, let a bond directed from $x$ to $y$ contribute
$$I_{xy}(v)=[x=v]-[y=v]$$
to the outgoing minus incoming count at a vertex $v$, where a bracket is 1 if its condition holds and 0 otherwise. Then
$$I_{bc}(v)=I_{ac}(v)-I_{ab}(v)=I_{ba}(v)+I_{ac}(v).$$
The path $b\to a\to c$ therefore has the same effect at every vertex as the single bond $b\to c$, including at $a$: if $b$ and $c$ differ from $a$, it enters there once and leaves once. The identity also holds when some of the three vertices coincide, as they do for loops. Reversing both sides gives the same for $c\to a\to b$.

Each replacement removes one bond, so the process ends with a family in which no two bonds meet. Every vertex then touches at most one bond, and its imbalance is $0$ or $\pm1$. Undoing the replacements changes no imbalance, so the original bonds have directions with
$$|\text{donated}-\text{accepted}|\le 1\quad\text{at every vertex.}$$

Parity does the rest. Donated plus accepted is the coordination number, and a sum and a difference of two integers have the same parity. If the coordination number is even, the difference is an even number of size at most one, hence zero. Four neighbours give two donated and two accepted. Three neighbours give a difference of $\pm1$, hence one and two in some order. Conversely, equal numbers add up to an even coordination number.

## What the theorems say about a network

The network is a `SimpleGraph V` on a finite type `V` of molecules, and `G.degree v` is the coordination number. The graph need not be connected. A proton arrangement is a relation `D`, where `D u v` means that `u` donates a proton to `v`. The two conditions in `IsProtonArrangement` say that protons lie on bonds only, that no bond is empty and that no bond holds two protons. They stand for an ice network without Bjerrum defects.

- `exists_nearly_balanced` gives, for any such network, an arrangement whose donated and accepted numbers differ by at most one everywhere. The difference is taken in the integers.
- `ice_rule_iff` says that exact balance is achievable if and only if all coordination numbers are even.
- `two_in_two_out` and `three_coordinated` are the cases of degree four and three.

Three names need care. Here "out" means donated, whereas some texts call a proton "in" when it sits close to the oxygen, which is the donated one. And `imbalance` is the contribution of one bond, not the total at a vertex. The name `ice_rule_iff` refers to equal numbers; this is the rule for water, two protons close to each oxygen, only where the coordination number is four. With six neighbours it would give three donated protons.

A periodic cell fits the model if no two molecules share more than one bond and none is bonded to its own image. The step left to chemistry is from graph to molecule: whether the two bonds chosen for donation enclose an angle that a water molecule can adopt. In near-tetrahedral ice any two of the four do.

```lean
import Mathlib

open Finset
open scoped Classical

noncomputable section

namespace IceRule

variable {V : Type*}

/-- Contribution of a bond directed from `p.1` to `p.2` to the imbalance (outgoing minus
incoming) at the vertex `v`. -/
def imbalance (p : V × V) (v : V) : ℤ :=
  (if p.1 = v then 1 else 0) - (if p.2 = v then 1 else 0)

/-- A bond contributes nothing to the imbalance at a vertex that it does not touch. -/
theorem imbalance_eq_zero {p : V × V} {v : V} (h : ¬(p.1 = v ∨ p.2 = v)) :
    imbalance p v = 0 := by
  rw [not_or] at h
  simp [imbalance, h.1, h.2]

/-- A bond that touches `a` contributes, up to one overall sign, the same imbalance at every vertex
as a bond from `a` to some vertex `b`. -/
theorem exists_other_end {p : V × V} {a : V} (h : p.1 = a ∨ p.2 = a) :
    ∃ (b : V) (s : ℤ), (s = 1 ∨ s = -1) ∧ ∀ v, imbalance p v = s * imbalance (a, b) v := by
  rcases h with h | h
  · exact ⟨p.2, 1, Or.inl rfl, fun v => by simp only [imbalance, h]; ring⟩
  · exact ⟨p.1, -1, Or.inr rfl, fun v => by simp only [imbalance, h]; ring⟩

/-- The bonds of any finite family, loops and multiple bonds allowed, can be kept or reversed
so that outgoing and incoming bonds differ by at most one at every vertex. -/
theorem exists_signs {ι : Type*} (S : Finset ι) (p : ι → V × V) :
    ∃ σ : ι → ℤ, (∀ e, σ e = 1 ∨ σ e = -1) ∧
      ∀ v, |∑ e ∈ S, σ e * imbalance (p e) v| ≤ 1 := by
  induction S using Finset.strongInduction generalizing p with
  | H S ih =>
  by_cases h : ∃ e ∈ S, ∃ f ∈ S, f ≠ e ∧
      ∃ a, ((p e).1 = a ∨ (p e).2 = a) ∧ ((p f).1 = a ∨ (p f).2 = a)
  · -- two bonds a-b and a-c meet: replace them by one bond b-c
    obtain ⟨e, he, f, hf, hfe, a, hea, hfa⟩ := h
    obtain ⟨b, s, hs, hb⟩ := exists_other_end hea
    obtain ⟨c, t, ht, hc⟩ := exists_other_end hfa
    obtain ⟨q, hq⟩ : ∃ q : ι → V × V, q = fun x => if x = f then (b, c) else p x :=
      ⟨_, rfl⟩
    obtain ⟨σ, hσ, hbal⟩ := ih (S.erase e) (Finset.erase_ssubset he) q
    -- the direction b → c is lifted to b → a → c
    obtain ⟨τ, hτ⟩ : ∃ τ : ι → ℤ, τ = fun x =>
        if x = e then -(σ f * s) else if x = f then σ f * t else σ x := ⟨_, rfl⟩
    have hτe : τ e = -(σ f * s) := by simp [hτ]
    have hτf : τ f = σ f * t := by simp [hτ, hfe]
    have hqf : q f = (b, c) := by simp [hq]
    have hf' : f ∈ S.erase e := Finset.mem_erase.2 ⟨hfe, hf⟩
    refine ⟨τ, fun x => ?_, fun v => ?_⟩
    · by_cases hx : x = e
      · rw [hx, hτe]
        rcases hσ f with h1 | h1 <;> rcases hs with h2 | h2 <;> simp [h1, h2]
      · by_cases hx' : x = f
        · rw [hx', hτf]
          rcases hσ f with h1 | h1 <;> rcases ht with h2 | h2 <;> simp [h1, h2]
        · have hτx : τ x = σ x := by simp [hτ, hx, hx']
          rw [hτx]
          exact hσ x
    · have h1 := Finset.add_sum_erase S (fun x => τ x * imbalance (p x) v) he
      have h2 := Finset.add_sum_erase (S.erase e) (fun x => τ x * imbalance (p x) v) hf'
      have h3 := Finset.add_sum_erase (S.erase e) (fun x => σ x * imbalance (q x) v) hf'
      have h4 : ∑ x ∈ (S.erase e).erase f, τ x * imbalance (p x) v =
          ∑ x ∈ (S.erase e).erase f, σ x * imbalance (q x) v := by
        refine Finset.sum_congr rfl fun x hx => ?_
        have hxf : x ≠ f := (Finset.mem_erase.1 hx).1
        have hxe : x ≠ e := (Finset.mem_erase.1 (Finset.mem_erase.1 hx).2).1
        simp [hτ, hq, hxf, hxe]
      have h5 : τ e * imbalance (p e) v + τ f * imbalance (p f) v =
          σ f * imbalance (q f) v := by
        have hs2 : s * s = 1 := by rcases hs with h | h <;> simp [h]
        have ht2 : t * t = 1 := by rcases ht with h | h <;> simp [h]
        have hbc : imbalance (b, c) v = imbalance (a, c) v - imbalance (a, b) v := by
          simp only [imbalance]; ring
        rw [hτe, hτf, hqf, hb v, hc v]
        linear_combination (-(σ f * imbalance (a, b) v)) * hs2 +
          (σ f * imbalance (a, c) v) * ht2 - σ f * hbc
      have key : ∑ x ∈ S, τ x * imbalance (p x) v =
          ∑ x ∈ S.erase e, σ x * imbalance (q x) v := by
        beta_reduce at h1 h2 h3
        linarith
      rw [key]
      exact hbal v
  · -- no two bonds meet: each vertex sees at most one bond
    refine ⟨fun _ => 1, fun _ => Or.inl rfl, fun v => ?_⟩
    by_cases hv : ∃ e ∈ S, (p e).1 = v ∨ (p e).2 = v
    · obtain ⟨e, he, hev⟩ := hv
      rw [Finset.sum_eq_single_of_mem e he fun f hf hfe => by
        rw [imbalance_eq_zero fun hfv => h ⟨e, he, f, hf, hfe, v, hev, hfv⟩, mul_zero]]
      simp only [imbalance]
      split_ifs <;> norm_num
    · rw [Finset.sum_eq_zero fun e he => by
        rw [imbalance_eq_zero fun hev => hv ⟨e, he, hev⟩, mul_zero]]
      norm_num

/-- A proton arrangement on the network `G`: `D u v` says that `u` donates a proton to `v`,
and each bond carries exactly one proton, donated by one of its two ends. -/
structure IsProtonArrangement (G : SimpleGraph V) (D : V → V → Prop) : Prop where
  bond : ∀ u v, G.Adj u v ↔ D u v ∨ D v u
  single : ∀ u v, D u v → ¬ D v u

variable [Fintype V]

/-- Number of protons that the molecule `v` donates. -/
def donated (D : V → V → Prop) (v : V) : ℕ := (univ.filter fun w => D v w).card

/-- Number of protons that the molecule `v` accepts. -/
def accepted (D : V → V → Prop) (v : V) : ℕ := (univ.filter fun w => D w v).card

/-- In a proton arrangement, donated and accepted protons at a molecule add up to its coordination
number. -/
theorem donated_add_accepted {G : SimpleGraph V} [DecidableRel G.Adj] {D : V → V → Prop}
    (hD : IsProtonArrangement G D) (v : V) : donated D v + accepted D v = G.degree v := by
  have hdis : Disjoint (univ.filter fun w => D v w) (univ.filter fun w => D w v) := by
    rw [Finset.disjoint_left]
    intro w h1 h2
    exact hD.single v w (Finset.mem_filter.1 h1).2 (Finset.mem_filter.1 h2).2
  rw [donated, accepted, ← Finset.card_union_of_disjoint hdis,
    ← G.card_neighborFinset_eq_degree]
  congr 1
  ext w
  simp [hD.bond v w]

/-- Every finite network has a proton arrangement in which donated and accepted protons
differ by at most one at each molecule. -/
theorem exists_nearly_balanced (G : SimpleGraph V) :
    ∃ D, IsProtonArrangement G D ∧ ∀ v, |(donated D v : ℤ) - accepted D v| ≤ 1 := by
  -- number the molecules, so that each bond is listed once
  have r := Fintype.equivFin V
  obtain ⟨σ, hσ, hbal⟩ := exists_signs
    (univ.filter fun p : V × V => G.Adj p.1 p.2 ∧ r p.1 < r p.2) id
  obtain ⟨D, hD⟩ : ∃ D : V → V → Prop, ∀ u v, D u v ↔ G.Adj u v ∧
      ((r u < r v ∧ σ (u, v) = 1) ∨ (r v < r u ∧ σ (v, u) = -1)) :=
    ⟨_, fun _ _ => Iff.rfl⟩
  refine ⟨D, ⟨fun u v => ?_, fun u v h h' => ?_⟩, fun v => ?_⟩
  · rw [hD u v, hD v u]
    constructor
    · intro h
      rcases lt_or_gt_of_ne (fun e => h.ne (r.injective e) : r u ≠ r v) with hl | hl
      · rcases hσ (u, v) with s | s
        · exact Or.inl ⟨h, Or.inl ⟨hl, s⟩⟩
        · exact Or.inr ⟨h.symm, Or.inr ⟨hl, s⟩⟩
      · rcases hσ (v, u) with s | s
        · exact Or.inr ⟨h.symm, Or.inl ⟨hl, s⟩⟩
        · exact Or.inl ⟨h, Or.inr ⟨hl, s⟩⟩
    · rintro (h | h)
      · exact h.1
      · exact h.1.symm
  · rcases ((hD u v).1 h).2 with ⟨a, b⟩ | ⟨a, b⟩ <;>
      rcases ((hD v u).1 h').2 with ⟨c, d⟩ | ⟨c, d⟩
    · exact lt_asymm a c
    · omega
    · omega
    · exact lt_asymm a c
  · -- the imbalance of D is the signed sum over the listed bonds
    obtain ⟨K, hK⟩ : ∃ K : V → V → ℤ, ∀ a b, K a b =
        if G.Adj a b ∧ r a < r b then σ (a, b) else 0 := ⟨_, fun _ _ => rfl⟩
    have hcount : (donated D v : ℤ) - accepted D v =
        ∑ w, ((if D v w then (1 : ℤ) else 0) - (if D w v then 1 else 0)) := by
      simp [donated, accepted, Finset.sum_sub_distrib]
    have hpoint : ∀ w, (if D v w then (1 : ℤ) else 0) - (if D w v then 1 else 0) =
        K v w - K w v := by
      intro w
      rw [hK, hK]
      by_cases h : G.Adj v w
      · rcases lt_or_gt_of_ne (fun e => h.ne (r.injective e) : r v ≠ r w) with hl | hl
        · have hl' : ¬ r w < r v := lt_asymm hl
          rcases hσ (v, w) with s | s <;> simp [hD, h, h.symm, hl, hl', s]
        · have hl' : ¬ r v < r w := lt_asymm hl
          rcases hσ (w, v) with s | s <;> simp [hD, h, h.symm, hl, hl', s]
      · have h' : ¬ G.Adj w v := fun k => h k.symm
        simp [hD, h, h']
    have h1 : ∑ a, ∑ b, (if a = v then K a b else 0) = ∑ b, K v b := by
      rw [Finset.sum_comm]
      simp
    have h2 : ∑ a, ∑ b, (if b = v then K a b else 0) = ∑ a, K a v := by simp
    have key : (donated D v : ℤ) - accepted D v =
        ∑ p ∈ univ.filter (fun p : V × V => G.Adj p.1 p.2 ∧ r p.1 < r p.2),
          σ p * imbalance p v := by
      rw [hcount, Finset.sum_congr rfl fun w _ => hpoint w, Finset.sum_sub_distrib,
        ← h1, ← h2, ← Finset.sum_sub_distrib, Finset.sum_filter, Fintype.sum_prod_type]
      refine Finset.sum_congr rfl fun a _ => ?_
      rw [← Finset.sum_sub_distrib]
      refine Finset.sum_congr rfl fun b _ => ?_
      rw [hK]
      simp only [imbalance]
      split_ifs <;> ring
    rw [key]
    exact hbal v

/-- A finite network has a proton arrangement with as many donated as accepted protons at
every molecule if and only if all its coordination numbers are even. -/
theorem ice_rule_iff (G : SimpleGraph V) [DecidableRel G.Adj] :
    (∃ D, IsProtonArrangement G D ∧ ∀ v, donated D v = accepted D v) ↔
      ∀ v, Even (G.degree v) := by
  constructor
  · rintro ⟨D, hD, h⟩ v
    rw [← donated_add_accepted hD v, h v]
    exact ⟨_, rfl⟩
  · intro h
    obtain ⟨D, hD, hb⟩ := exists_nearly_balanced G
    refine ⟨D, hD, fun v => ?_⟩
    -- an even number that is at most one in size vanishes
    have h1 := abs_le.1 (hb v)
    have h2 := donated_add_accepted hD v
    obtain ⟨k, hk⟩ := h v
    omega

/-- Every finite four-coordinated network has a proton arrangement in which each molecule
donates two protons and accepts two. -/
theorem two_in_two_out (G : SimpleGraph V) [DecidableRel G.Adj] (h : ∀ v, G.degree v = 4) :
    ∃ D, IsProtonArrangement G D ∧ ∀ v, donated D v = 2 ∧ accepted D v = 2 := by
  obtain ⟨D, hD, hb⟩ := (ice_rule_iff G).2 fun v => ⟨2, h v⟩
  refine ⟨D, hD, fun v => ?_⟩
  have h1 := hb v
  have h2 := donated_add_accepted hD v
  have h3 := h v
  omega

/-- Every finite three-coordinated network has an arrangement in which each vertex is either
one-out two-in or two-out one-in. -/
theorem three_coordinated (G : SimpleGraph V) [DecidableRel G.Adj]
    (h : ∀ v, G.degree v = 3) :
    ∃ D, IsProtonArrangement G D ∧ ∀ v,
      (donated D v = 1 ∧ accepted D v = 2) ∨ (donated D v = 2 ∧ accepted D v = 1) := by
  obtain ⟨D, hD, hb⟩ := exists_nearly_balanced G
  refine ⟨D, hD, fun v => ?_⟩
  have h1 := abs_le.1 (hb v)
  have h2 := donated_add_accepted hD v
  have h3 := h v
  omega

end IceRule
```

```lean
#print axioms IceRule.two_in_two_out
#print axioms IceRule.three_coordinated
```

```
'IceRule.two_in_two_out' depends on axioms: [propext, Classical.choice, Quot.sound]
'IceRule.three_coordinated' depends on axioms: [propext, Classical.choice, Quot.sound]
```

## From the merged bond to the Lean proof

`exists_signs` is the replacement argument. It works with a finite family of ordered pairs, because merging can create loops and double bonds that a simple graph forbids. A sign $\sigma_e=\pm1$ keeps or reverses the pair with label $e$. The induction runs over the set of labels: when bonds $e$ and $f$ meet at $a$, label $e$ is erased and $f$ now carries the pair $(b,c)$.

The stored pairs may point towards $a$ or away from it. `exists_other_end` absorbs this in signs $s$ and $t$, so that the two bonds contribute $s\,I_{ab}$ and $t\,I_{ac}$. The lifted signs are $\tau_e=-\sigma_f s$ and $\tau_f=\sigma_f t$, and since $s^2=t^2=1$,
$$\tau_e\,s\,I_{ab}+\tau_f\,t\,I_{ac}=\sigma_f(I_{ac}-I_{ab})=\sigma_f I_{bc}.$$
This is `h5`, closed by `linear_combination`. All other terms agree (`h4`), so the two total sums are equal. If no two bonds meet, `imbalance_eq_zero` removes every term but at most one from the sum at a vertex.

`exists_nearly_balanced` carries the signs back to the graph. It numbers the molecules and lists each bond once, from the lower number to the higher. Sign $+1$ means that the lower-numbered molecule donates, $-1$ that the higher one does. The equation `key` identifies donated minus accepted with the signed sum over the listed bonds.

`donated_add_accepted` splits the neighbours of a molecule into those it donates to and those it accepts from. With that count, `omega` settles the remaining arithmetic in the last three theorems: from the bound of one in `ice_rule_iff` and `three_coordinated`, and from exact balance in `two_in_two_out`.

## Building the cell, and a network where balance fails

Take a periodic ice cell with 96 molecules and therefore 192 bonds. At each oxygen, group the four bonds into two pairs. Start on any bond, and whenever you arrive at an oxygen, leave by the partner of the bond you came in on. The walk closes, and repeating it from unused bonds divides all 192 into closed loops. Give each loop a direction and place each proton near its donor. Every oxygen is passed exactly twice, so it donates two and accepts two. Bond-by-bond filling can get stuck because nothing in it matches each arrival at an oxygen with a departure.

Such a cell can serve as a starting structure for molecular dynamics or an electronic-structure calculation, within the model of a finite, defect-free network. The loop construction is an informal reading of the induction; the theorems assert that an arrangement exists, and they give neither its dipole moment nor a fair sample of the disorder.

Without any condition on the coordination numbers, exact balance can fail. Two molecules joined by one bond are enough: whichever way the proton points, one molecule donates one and accepts none, and the other does the reverse. The difference of one that remains is what `exists_nearly_balanced` allows.
